# Born tensor eigenvalues can be nonreal; principal charges bound their real parts and dipole lengths their moduli

Suppose a perturbation calculation returns the Born effective charge tensor of one atom, and its eigenvalues are to be reported as the atom's charges along three axes. If the tensor is

$$Z=\begin{pmatrix}a&-b&0\\ b&a&0\\ 0&0&c\end{pmatrix},\qquad b\neq0,$$

two of the numbers obtained are $a\pm ib$, and neither can be a charge along an axis. A Born tensor need not be symmetric, so real eigenvalues are not guaranteed.

The eigenvalues are still constrained. Their real parts lie between the least and greatest principal charges, defined here as the eigenvalues of the symmetric part $S=(Z+Z^T)/2$, and their moduli do not exceed the largest dipole that a real unit displacement induces. For density functional perturbation theory this gives a consistency check on reported eigenvalues, for a single real tensor taken as given, whatever the quality of the calculation behind it.

## Tensor, charges and dipoles

The index type `n` is finite; a crystal has `n = Fin 3`. The column index of $Z$ labels the displacement. When the atom and its periodic images are displaced by $x$ at zero macroscopic electric field, $Zx$ is, to linear order, the change in dipole moment per cell, called the induced dipole below.

```lean
import Mathlib

open Matrix

namespace BornTensorEigenvalues

noncomputable section

variable {n : Type*} [Fintype n] [DecidableEq n]
```

The component of the dipole along the displacement enters through $x\cdot Zx$, which depends only on $S$.

```lean
/-- The symmetric part `(Z + Zᵀ)/2` of a Born tensor. -/
def symPart {n : Type*} (Z : Matrix n n ℝ) : Matrix n n ℝ := (1 / 2 : ℝ) • (Z + Zᵀ)
```

A complex number $\lambda$ is an eigenvalue of $Z$ if $Zv=\lambda v$ for some nonzero complex $v$. In Lean, `Z.map Complex.ofReal` is the same real matrix with its entries read as complex numbers.

```lean
/-- The complex eigenvalues of a real Born tensor. -/
def bornEigenvalues {n : Type*} [Fintype n] (Z : Matrix n n ℝ) : Set ℂ :=
  {l | ∃ v : n → ℂ, v ≠ 0 ∧ Z.map Complex.ofReal *ᵥ v = l • v}
```

Here "principal charge" means a real eigenvalue of $S$, with a nonzero real eigenvector as its axis.

```lean
/-- The principal charges: the real eigenvalues of the symmetric part of the Born tensor. -/
def principalCharges {n : Type*} [Fintype n] (Z : Matrix n n ℝ) : Set ℝ :=
  {μ | ∃ v : n → ℝ, v ≠ 0 ∧ symPart Z *ᵥ v = μ • v}
```

The dipole lengths are the values of $|Zx|$ for real $x$ with $x\cdot x=1$. They are written with dot products, which makes the length Euclidean.

```lean
/-- The Euclidean lengths of the dipoles `Z x` induced by real unit displacements `x`. -/
def dipoleLengths {n : Type*} [Fintype n] (Z : Matrix n n ℝ) : Set ℝ :=
  {r | ∃ x : n → ℝ, x ⬝ᵥ x = 1 ∧ r = √((Z *ᵥ x) ⬝ᵥ (Z *ᵥ x))}
```

The example is the tensor displayed above. In the plane it stretches a displacement by $\sqrt{a^2+b^2}$ and rotates it.

```lean
/-- The Born tensor with in-plane diagonal charge `a`, antisymmetric in-plane coupling `b`
and axial charge `c`. -/
def axialTensor (a b c : ℝ) : Matrix (Fin 3) (Fin 3) ℝ := !![a, -b, 0; b, a, 0; 0, 0, c]
```

## Two real displacements from one complex eigenvector

Write $v=x+iy$ and $\lambda=\alpha+i\beta$ with all four parts real. Since $Z$ is real, comparing real and imaginary parts of $Zv=\lambda v$ gives

$$Zx=\alpha x-\beta y,\qquad Zy=\alpha y+\beta x.$$

Also $N=|x|^2+|y|^2=\sum_i|v_i|^2>0$, because some component of $v$ is nonzero. The code takes `Complex.re` and `Complex.im` of each component of the eigenvalue equation.

```lean
omit [DecidableEq n] in
/-- For each complex eigenvalue of a Born tensor there are two real displacements, not both zero,
which the tensor mixes through the real and imaginary parts of the eigenvalue. -/
theorem real_displacements {Z : Matrix n n ℝ} {l : ℂ} (hl : l ∈ bornEigenvalues Z) :
    ∃ x y : n → ℝ, 0 < x ⬝ᵥ x + y ⬝ᵥ y ∧
      Z *ᵥ x = l.re • x - l.im • y ∧ Z *ᵥ y = l.re • y + l.im • x := by
  obtain ⟨v, hv0, hv⟩ := hl
  refine ⟨fun i => (v i).re, fun i => (v i).im, ?_, ?_, ?_⟩
  · have hsum : (fun i => (v i).re) ⬝ᵥ (fun i => (v i).re)
        + (fun i => (v i).im) ⬝ᵥ (fun i => (v i).im) = ∑ i, Complex.normSq (v i) := by
      simp only [dotProduct, Complex.normSq_apply, Finset.sum_add_distrib]
    rw [hsum]
    obtain ⟨i, hi⟩ := Function.ne_iff.mp hv0
    exact Finset.sum_pos' (fun j _ => Complex.normSq_nonneg _)
      ⟨i, Finset.mem_univ i, Complex.normSq_pos.mpr hi⟩
  · ext i
    have h := congrArg Complex.re (congrFun hv i)
    simpa [Matrix.mulVec, dotProduct] using h
  · ext i
    have h := congrArg Complex.im (congrFun hv i)
    simpa [Matrix.mulVec, dotProduct] using h
```

## Bounding the dipole along the displacement

Let $A$ be real symmetric with no eigenvalue below $\ell$. If $(A-\ell I)w=\nu w$ with $w\neq0$, then $Aw=(\nu+\ell)w$, so $\ell\le\nu+\ell$ and $\nu\ge0$. The shifted matrix is therefore positive semidefinite, and $x\cdot(A-\ell I)x\ge0$ reads

$$\ell\,|x|^2\le x\cdot Ax.$$

The code applies the eigenvalue argument to the orthonormal eigenvector basis of the shifted matrix.

```lean
/-- If no eigenvalue of a real symmetric matrix lies below `lo`, its quadratic form is at least
`lo` times the squared length of the displacement. -/
theorem quadratic_form_lower {A : Matrix n n ℝ} (hA : Aᵀ = A) {lo : ℝ}
    (h : ∀ (μ : ℝ) (v : n → ℝ), v ≠ 0 → A *ᵥ v = μ • v → lo ≤ μ) (x : n → ℝ) :
    lo * (x ⬝ᵥ x) ≤ x ⬝ᵥ A *ᵥ x := by
  have hB : (A - lo • (1 : Matrix n n ℝ)).IsHermitian := by
    rw [Matrix.IsHermitian, Matrix.conjTranspose_eq_transpose_of_trivial,
      Matrix.transpose_sub, Matrix.transpose_smul, Matrix.transpose_one, hA]
  -- the shifted matrix has no negative eigenvalue
  have hp : (A - lo • (1 : Matrix n n ℝ)).PosSemidef := by
    refine hB.posSemidef_iff_eigenvalues_nonneg.mpr fun i => ?_
    have he := hB.mulVec_eigenvectorBasis i
    rw [Matrix.sub_mulVec, Matrix.smul_mulVec, Matrix.one_mulVec] at he
    have hv : (hB.eigenvectorBasis i).ofLp ≠ 0 := by
      intro h0
      apply hB.eigenvectorBasis.orthonormal.ne_zero i
      ext j
      exact congrFun h0 j
    have hlo := h (hB.eigenvalues i + lo) _ hv (by rw [add_smul, ← he, sub_add_cancel])
    change 0 ≤ hB.eigenvalues i
    linarith
  have q := hp.dotProduct_mulVec_nonneg x
  simp only [star_trivial, Matrix.sub_mulVec, Matrix.smul_mulVec, Matrix.one_mulVec,
    dotProduct_sub, dotProduct_smul, smul_eq_mul] at q
  linarith
```

To pass from $S$ to $Z$, note that $x\cdot Z^Tx=(Zx)\cdot x=x\cdot Zx$. Hence $x\cdot Sx=\tfrac12(x\cdot Zx+x\cdot Z^Tx)=x\cdot Zx$.

```lean
omit [DecidableEq n] in
/-- The antisymmetric part of a Born tensor does not contribute to `x · Z x`. -/
theorem symPart_quadratic (Z : Matrix n n ℝ) (x : n → ℝ) :
    x ⬝ᵥ symPart Z *ᵥ x = x ⬝ᵥ Z *ᵥ x := by
  have ht : x ⬝ᵥ Zᵀ *ᵥ x = x ⬝ᵥ Z *ᵥ x := by
    rw [Matrix.mulVec_transpose, dotProduct_comm, ← Matrix.dotProduct_mulVec]
  rw [symPart, Matrix.smul_mulVec, Matrix.add_mulVec, dotProduct_smul, dotProduct_add, ht,
    smul_eq_mul]
  ring
```

## Bounding the full dipole

Let $M$ be an upper bound on the dipole lengths. For $x\neq0$ put $s=|x|$; then $x/s$ is a unit displacement, so $|Zx|/s\le M$, and

$$|Zx|^2\le M^2|x|^2.$$

For $x=0$ both sides vanish. The code treats that case first and then rescales by `s⁻¹`.

```lean
omit [DecidableEq n] in
/-- A bound `M` on the dipole lengths for unit displacements bounds the squared dipole of any
displacement by `M²` times its squared length. -/
theorem dipole_sq_le {Z : Matrix n n ℝ} {M : ℝ} (h : M ∈ upperBounds (dipoleLengths Z))
    (x : n → ℝ) : (Z *ᵥ x) ⬝ᵥ (Z *ᵥ x) ≤ M ^ 2 * (x ⬝ᵥ x) := by
  by_cases hx : x = 0
  · simp [hx]
  have h0 : 0 ≤ x ⬝ᵥ x := Finset.sum_nonneg fun i _ => mul_self_nonneg (x i)
  have hp : 0 < x ⬝ᵥ x := lt_of_le_of_ne h0 fun e => hx (dotProduct_self_eq_zero.mp e.symm)
  have hs : 0 < √(x ⬝ᵥ x) := Real.sqrt_pos.mpr hp
  have hss : √(x ⬝ᵥ x) * √(x ⬝ᵥ x) = x ⬝ᵥ x := Real.mul_self_sqrt h0
  generalize √(x ⬝ᵥ x) = s at hs hss
  -- rescale the displacement to unit length
  have hu : (s⁻¹ • x) ⬝ᵥ (s⁻¹ • x) = 1 := by
    rw [smul_dotProduct, dotProduct_smul, ← hss, smul_eq_mul, smul_eq_mul]
    field_simp
  have hq := (Real.sqrt_le_iff.mp (h ⟨s⁻¹ • x, hu, rfl⟩)).2
  rw [Matrix.mulVec_smul, smul_dotProduct, dotProduct_smul, smul_eq_mul, smul_eq_mul] at hq
  calc (Z *ᵥ x) ⬝ᵥ (Z *ᵥ x)
      = s * s * (s⁻¹ * (s⁻¹ * ((Z *ᵥ x) ⬝ᵥ (Z *ᵥ x)))) := by field_simp
    _ ≤ s * s * M ^ 2 := mul_le_mul_of_nonneg_left hq (by positivity)
    _ = M ^ 2 * (x ⬝ᵥ x) := by rw [hss]; ring
```

## Bounds on every complex eigenvalue

Let $\ell$ and $h$ be the least and greatest principal charges. The lower bound on the quadratic form gives $\ell|u|^2\le u\cdot Zu$ for every real $u$. Applied to $-S$ and $-h$, it gives $u\cdot Zu\le h|u|^2$.

Adding $x\cdot Zx$ and $y\cdot Zy$ cancels the mixed products:

$$x\cdot Zx+y\cdot Zy=\alpha N-\beta\,x\cdot y+\beta\,y\cdot x=\alpha N.$$

Thus $\ell N\le\alpha N\le hN$, and division by $N>0$ gives $\ell\le\alpha\le h$.

In the sum of squared dipoles the terms $\mp2\alpha\beta\,x\cdot y$ cancel likewise:

$$|Zx|^2+|Zy|^2=(\alpha^2+\beta^2)N=|\lambda|^2N.$$

With $M$ the largest dipole length, the left side is at most $M^2N$, so $|\lambda|^2\le M^2$. Since $M$ is itself a length, $M\ge0$ and $|\lambda|\le M$.

In the theorem, $\ell$ and $h$ are `lo` and `hi`. The hypotheses `hlo`, `hhi` and `hM` say that the three extremes belong to their sets and bound them. Their existence is assumed here; in nonzero dimension it follows from the spectral theorem and the compactness of the unit sphere. The identities for $\alpha N$ and $|\lambda|^2N$ are `hre` and `hsq`, and `le_of_mul_le_mul_right` performs the division by $N$.

```lean
/-- Every complex eigenvalue of a real Born tensor has real part between the least and greatest
principal charges, and modulus at most the largest dipole length for a unit displacement. -/
theorem born_eigenvalue_bounds {Z : Matrix n n ℝ} {lo hi M : ℝ}
    (hlo : IsLeast (principalCharges Z) lo) (hhi : IsGreatest (principalCharges Z) hi)
    (hM : IsGreatest (dipoleLengths Z) M) {l : ℂ} (hl : l ∈ bornEigenvalues Z) :
    lo ≤ l.re ∧ l.re ≤ hi ∧ ‖l‖ ≤ M := by
  obtain ⟨x, y, hN, hx, hy⟩ := real_displacements hl
  have hS : (symPart Z)ᵀ = symPart Z := by
    rw [symPart, Matrix.transpose_smul, Matrix.transpose_add, Matrix.transpose_transpose,
      add_comm]
  have low (u : n → ℝ) : lo * (u ⬝ᵥ u) ≤ u ⬝ᵥ Z *ᵥ u := by
    rw [← symPart_quadratic]
    exact quadratic_form_lower hS (fun μ v hv he => hlo.2 ⟨v, hv, he⟩) u
  have high (u : n → ℝ) : u ⬝ᵥ Z *ᵥ u ≤ hi * (u ⬝ᵥ u) := by
    have hneg := quadratic_form_lower (A := -symPart Z) (lo := -hi)
      (by rw [Matrix.transpose_neg, hS])
      (fun μ v hv he => by
        have hm : -μ ≤ hi := hhi.2 ⟨v, hv, by
          rw [neg_smul, ← he, Matrix.neg_mulVec, neg_neg]⟩
        linarith) u
    rw [Matrix.neg_mulVec, dotProduct_neg, symPart_quadratic] at hneg
    linarith
  -- the cross terms cancel in both sums
  have hre : x ⬝ᵥ Z *ᵥ x + y ⬝ᵥ Z *ᵥ y = l.re * (x ⬝ᵥ x + y ⬝ᵥ y) := by
    rw [hx, hy]
    simp only [dotProduct_sub, dotProduct_add, dotProduct_smul, smul_eq_mul,
      dotProduct_comm y x]
    ring
  have hsq : (Z *ᵥ x) ⬝ᵥ (Z *ᵥ x) + (Z *ᵥ y) ⬝ᵥ (Z *ᵥ y)
      = ‖l‖ ^ 2 * (x ⬝ᵥ x + y ⬝ᵥ y) := by
    rw [hx, hy, Complex.sq_norm, Complex.normSq_apply]
    simp only [dotProduct_sub, sub_dotProduct, dotProduct_add, add_dotProduct,
      dotProduct_smul, smul_dotProduct, smul_eq_mul, dotProduct_comm y x]
    ring
  refine ⟨le_of_mul_le_mul_right ?_ hN, le_of_mul_le_mul_right ?_ hN, ?_⟩
  · linarith [low x, low y]
  · linarith [high x, high y]
  · have hM0 : 0 ≤ M := by
      obtain ⟨u, _, hu⟩ := hM.1
      rw [hu]
      exact Real.sqrt_nonneg _
    have hle : ‖l‖ ^ 2 ≤ M ^ 2 := le_of_mul_le_mul_right
      (by linarith [dipole_sq_le hM.2 x, dipole_sq_le hM.2 y]) hN
    exact le_of_not_gt fun hlt => by nlinarith [norm_nonneg l]
```

The modulus bound could also have been stated with the operator norm of $Z$ induced by the Euclidean norm. The hypothesis `hM` would then disappear, since the norm is always defined, but the link to the dipole of a real unit displacement would sit inside the definition of that norm instead of in the statement.

## A tensor whose eigenvalues are not its principal charges

For the axial tensor, the normalised vectors $(1,\mp i,0)/\sqrt2$ satisfy

$$Z\begin{pmatrix}1\\ \mp i\\ 0\end{pmatrix}=\begin{pmatrix}a\pm ib\\ b\mp ia\\ 0\end{pmatrix}=(a\pm ib)\begin{pmatrix}1\\ \mp i\\ 0\end{pmatrix}.$$

The code uses them without the factor $1/\sqrt2$ and checks the equation component by component, with $i^2=-1$ supplied by `Complex.I_sq`. The imaginary parts are $\pm b$, so for $b\neq0$ both eigenvalues are nonreal and they differ from each other. The theorem concerns this pair and makes no statement about the remaining eigenvalue.

```lean
/-- For `b ≠ 0` the axial tensor has the two distinct nonreal eigenvalues `a + ib` and
`a - ib`. -/
theorem axial_nonreal (a b c : ℝ) (hb : b ≠ 0) :
    (a + b * Complex.I : ℂ) ∈ bornEigenvalues (axialTensor a b c) ∧
    (a - b * Complex.I : ℂ) ∈ bornEigenvalues (axialTensor a b c) ∧
    (a + b * Complex.I : ℂ).im ≠ 0 ∧ (a - b * Complex.I : ℂ).im ≠ 0 ∧
    (a + b * Complex.I : ℂ) ≠ a - b * Complex.I := by
  refine ⟨?_, ?_, by simpa using hb, by simpa using hb, fun h => ?_⟩
  · refine ⟨![1, -Complex.I, 0], fun h => one_ne_zero (congrFun h 0), ?_⟩
    ext i
    fin_cases i <;> simp [axialTensor, Matrix.mulVec, dotProduct, Fin.sum_univ_three]
    linear_combination (b : ℂ) * Complex.I_sq
  · refine ⟨![1, Complex.I, 0], fun h => one_ne_zero (congrFun h 0), ?_⟩
    ext i
    fin_cases i <;> simp [axialTensor, Matrix.mulVec, dotProduct, Fin.sum_univ_three]
    · ring
    · linear_combination (b : ℂ) * Complex.I_sq
  · have him := congrArg Complex.im h
    simp at him
    exact hb (by linarith)
```

In the symmetric part the entries $\pm b$ cancel, leaving $S=\mathrm{diag}(a,a,c)$. With components numbered from 0 as in Lean, $Sv=\mu v$ means

$$(a-\mu)v_0=0,\quad(a-\mu)v_1=0,\quad(c-\mu)v_2=0.$$

If $\mu$ were neither $a$ nor $c$, all components would vanish, which an eigenvector excludes. Conversely, $(1,0,0)$ and $(0,0,1)$ are unit eigenvectors for $a$ and $c$. The result is an equality of sets, so it does not record that $a$ occurs twice, and for $a=c$ the set has one element.

```lean
/-- The principal charges of the axial tensor are `a` and `c`, whatever the value of `b`. -/
theorem axial_principalCharges (a b c : ℝ) :
    principalCharges (axialTensor a b c) = {a, c} := by
  have hS : symPart (axialTensor a b c) = !![a, 0, 0; 0, a, 0; 0, 0, c] := by
    ext i j
    fin_cases i <;> fin_cases j <;> simp [symPart, axialTensor] <;> ring
  ext μ
  simp only [principalCharges, hS, Set.mem_ofPred_eq, Set.mem_insert_iff,
    Set.mem_singleton_iff]
  constructor
  · rintro ⟨v, hv0, hv⟩
    have e0 : a * v 0 = μ * v 0 := by
      simpa [Matrix.mulVec, dotProduct, Fin.sum_univ_three] using congrFun hv 0
    have e1 : a * v 1 = μ * v 1 := by
      simpa [Matrix.mulVec, dotProduct, Fin.sum_univ_three] using congrFun hv 1
    have e2 : c * v 2 = μ * v 2 := by
      simpa [Matrix.mulVec, dotProduct, Fin.sum_univ_three] using congrFun hv 2
    by_contra hne
    push Not at hne
    -- away from `a` and `c` every component vanishes
    have z0 : v 0 = 0 :=
      (mul_eq_zero.mp (by linear_combination -e0)).resolve_left (sub_ne_zero.mpr hne.1)
    have z1 : v 1 = 0 :=
      (mul_eq_zero.mp (by linear_combination -e1)).resolve_left (sub_ne_zero.mpr hne.1)
    have z2 : v 2 = 0 :=
      (mul_eq_zero.mp (by linear_combination -e2)).resolve_left (sub_ne_zero.mpr hne.2)
    apply hv0
    ext i
    fin_cases i
    · exact z0
    · exact z1
    · exact z2
  · rintro (rfl | rfl)
    · refine ⟨![1, 0, 0], fun h => one_ne_zero (congrFun h 0), ?_⟩
      ext i
      fin_cases i <;> simp [Matrix.mulVec, dotProduct, Fin.sum_univ_three]
    · refine ⟨![0, 0, 1], fun h => one_ne_zero (congrFun h 2), ?_⟩
      ext i
      fin_cases i <;> simp [Matrix.mulVec, dotProduct, Fin.sum_univ_three]

end

end BornTensorEigenvalues
```

The principal charges are thus blind to $b$, while the dipole is not: a unit displacement in the plane induces a dipole of length $\sqrt{a^2+b^2}$, which is also the modulus of $a\pm ib$. For this tensor, a report that gives only the principal charges therefore omits $b$; reporting the antisymmetric part $(Z-Z^T)/2$ as well supplies it.

```lean
#print axioms BornTensorEigenvalues.born_eigenvalue_bounds
-- 'BornTensorEigenvalues.born_eigenvalue_bounds' depends on axioms: [propext, Classical.choice, Quot.sound]
#print axioms BornTensorEigenvalues.axial_nonreal
-- 'BornTensorEigenvalues.axial_nonreal' depends on axioms: [propext, Classical.choice, Quot.sound]
#print axioms BornTensorEigenvalues.axial_principalCharges
-- 'BornTensorEigenvalues.axial_principalCharges' depends on axioms: [propext, Classical.choice, Quot.sound]
```
